# For nonzero coupling, n equivalent spin-I nuclei split a neighbour's resonance into 2nI + 1 first-order lines with symmetric intensities

The proton of a CHD₂ group has two deuterons as neighbours. Each deuteron has spin 1, so it can be found with magnetic quantum number −1, 0 or +1, and each of these states displaces the proton resonance by a different amount. The two deuterons have nine joint states, but the proton shows only five lines, with intensities 1:2:3:2:1, because different joint states can produce the same displacement. The same five numbers appear as coefficients in

\[
(1+x+x^2)^2 = 1+2x+3x^2+2x^3+x^4 .
\]

For \(n\) equivalent nuclei of spin \(I\), write \(s = 2I\), which is a natural number for integer and half-integer spins alike. The polynomial is then \((1+x+\dots+x^s)^n\). The development below shows that its coefficients are the line intensities of the first-order multiplet, and derives from this the number of lines, their symmetry and their total intensity.

```lean
import Mathlib

open Polynomial

namespace MultipletIntensities

noncomputable section
```

## Nuclear configurations and line shifts

A nucleus of spin \(s/2\) has \(s+1\) Zeeman levels. Number them \(i = 0, 1, \dots, s\) in order of increasing magnetic quantum number, so that level \(i\) has \(m = i - s/2\). A joint state of the \(n\) nuclei assigns a level \(c_k\) to each nucleus \(k = 0, \dots, n-1\). In Lean this is a function from `Fin n` to `Fin (s + 1)`, and there are \((s+1)^n\) such functions.

```lean
/-- A configuration of `n` nuclei of spin `s/2`: each nucleus occupies one of `s + 1` Zeeman
levels, numbered from `0` to `s`. -/
abbrev Config (s n : ℕ) := Fin n → Fin (s + 1)
```

The line on which a configuration \(c\) ends up will depend only on its total level,

\[
L(c) = \sum_k c_k .
\]

```lean
/-- The total level of a configuration, the sum of the level numbers of its nuclei. -/
def level {s n : ℕ} (c : Config s n) : ℕ := ∑ k, (c k : ℕ)
```

To first order, the observed spin \(S\) and its neighbours are described, in frequency units, by \(\nu_0 S_z + J S_z \sum_k I_{k,z}\), apart from terms that do not involve \(S\). Here \(\nu_0\) is the resonance frequency of the observed spin without the coupling. A transition that changes the quantum number of \(S_z\) by one and leaves the states of the neighbours unchanged then has frequency \(\nu_0 + J\sum_k m_k\). The shift from the centre of the multiplet is therefore

\[
\nu(c) = J \sum_k \left(c_k - \frac{s}{2}\right).
\]

The constant \(J\) stands for the isotropic coupling between the observed spin and one neighbour. In NMR this is the scalar coupling carried by the bonding electrons; in the EPR spectrum of a radical in solution, the hyperfine coupling constant takes its place. Equivalence of the nuclei enters the model in two ways: all of them have the same \(s\), and all share the same \(J\). The code takes the shift formula as a definition and does not derive it from the Hamiltonian. When \(J\) is not small compared with the separation of the resonance frequencies, the first-order formula fails and the model no longer applies. The model also assumes that the neighbours keep their states for much longer than \(1/|J|\). Chlorine nuclei in solution relax too fast for this, so the proton of CHCl₃ shows a single line although its coupling to them is not zero.

```lean
/-- The first-order line shift `J ∑ m`, where a nucleus in level `i` has magnetic quantum
number `m = i - s/2`. -/
def lineShift (J : ℝ) {s n : ℕ} (c : Config s n) : ℝ :=
  J * ∑ k, (((c k : ℕ) : ℝ) - (s : ℝ) / 2)
```

The intensity at a shift \(\nu\) is the number of configurations that produce it. Counting them with equal weight means that all nuclear levels are equally populated, which at thermal equilibrium is an excellent approximation when the Zeeman splittings are far smaller than the thermal energy. The count is not normalised: the fraction of the whole multiplet found at \(\nu\) is the count divided by \((s+1)^n\). Lines are infinitely sharp, so two configurations contribute to the same line only if their shifts are equal as real numbers.

```lean
/-- The intensity at shift `ν`: the number of configurations that produce this shift. -/
def intensity (J : ℝ) (s n : ℕ) (ν : ℝ) : ℕ :=
  (Finset.univ.filter (fun c : Config s n => lineShift J c = ν)).card
```

The polynomial is defined without reference to configurations or shifts, as a power of a sum of monomials. Its coefficients are natural numbers, as `ℕ[X]` indicates.

```lean
/-- The multiplet polynomial `(1 + x + ... + x^s)^n`. -/
def multipletPoly (s n : ℕ) : ℕ[X] := (∑ i : Fin (s + 1), X ^ (i : ℕ)) ^ n
```

## Which total levels occur

Each nucleus contributes at most \(s\) to the total level, so

\[
L(c) = \sum_k c_k \le \sum_k s = ns .
\]

```lean
/-- The total level of `n` nuclei of spin `s/2` is at most `n s`. -/
theorem level_le {s n : ℕ} (c : Config s n) : level c ≤ n * s := by
  calc level c ≤ ∑ _k : Fin n, s :=
        Finset.sum_le_sum (fun k _ => Nat.lt_succ_iff.mp (c k).isLt)
    _ = n * s := by simp
```

Conversely, every integer \(j\) from 0 to \(ns\) is the total level of some configuration. The argument is by induction on the number of nuclei. With no nuclei, \(j = 0\) is the only case, and the empty configuration has total level 0.

For \(n+1\) nuclei and \(j \le (n+1)s\), put the first nucleus in level \(\min(j,s)\). The remainder \(j - \min(j,s)\) is 0 if \(j \le s\), and \(j - s \le ns\) otherwise. In both cases it is at most \(ns\), so the induction hypothesis supplies a configuration of the other \(n\) nuclei with exactly this total. In the proof, `Fin.cons` places the first nucleus in front of the others, and `omega` settles the inequalities.

```lean
/-- Every total level from `0` to `n s` is reached by some configuration. -/
theorem exists_level (s n j : ℕ) (h : j ≤ n * s) : ∃ c : Config s n, level c = j := by
  induction n generalizing j with
  | zero =>
    have hj : j = 0 := by simpa using h
    subst hj
    exact ⟨fun _ => 0, by simp [level]⟩
  | succ n ih =>
    -- fill the first nucleus as far as possible, and leave the rest to the others
    have h' : j - min j s ≤ n * s := by
      rw [add_mul, one_mul] at h
      omega
    obtain ⟨c, hc⟩ := ih _ h'
    refine ⟨Fin.cons (α := fun _ => Fin (s + 1)) ⟨min j s, by omega⟩ c, ?_⟩
    unfold level at *
    rw [Fin.sum_univ_succ]
    simp only [Fin.cons_zero, Fin.cons_succ]
    rw [hc]
    omega
```

Reversing every spin replaces \(m\) by \(-m\), and hence level \(c_k\) by \(s - c_k\). In Lean this reversal is `Fin.rev`. Adding the total levels before and after gives

\[
\sum_k (s - c_k) + \sum_k c_k = ns ,
\]

so a configuration of total level \(j\) is carried to one of total level \(ns - j\).

```lean
/-- Reversing every spin takes total level `j` to `n s - j`: the two levels add up to `n s`. -/
theorem level_rev {s n : ℕ} (c : Config s n) :
    level (fun k => (c k).rev) + level c = n * s := by
  have h : ∀ k, ((c k).rev : ℕ) + (c k : ℕ) = s := by
    intro k
    have := (c k).isLt
    rw [Fin.val_rev]
    omega
  unfold level
  rw [← Finset.sum_add_distrib, Finset.sum_congr rfl (fun k _ => h k)]
  simp
```

## Coefficients as line intensities

Multiplying out the power means choosing one term \(x^{c_k}\) from each of the \(n\) factors. A set of choices is the same thing as a configuration, and therefore

\[
\left(\sum_{i=0}^{s} x^i\right)^{n} = \sum_c \prod_k x^{c_k} = \sum_c x^{L(c)} .
\]

The coefficient of \(x^j\), written \(a_j\) from here on, is the number of configurations with \(L(c) = j\). The expansion is `Fintype.sum_pow`, and the product of powers is collected into a single power by `Finset.prod_pow_eq_pow_sum`. The statement holds for every natural number \(j\); above \(ns\) both sides are zero.

```lean
/-- The coefficient of `x^j` in the multiplet polynomial counts the configurations of total
level `j`. -/
theorem coeff_eq_card (s n j : ℕ) :
    (multipletPoly s n).coeff j =
      (Finset.univ.filter (fun c : Config s n => level c = j)).card := by
  unfold multipletPoly level
  rw [Fintype.sum_pow, Polynomial.finsetSum_coeff, Finset.card_filter]
  refine Finset.sum_congr rfl (fun c _ => ?_)
  rw [Finset.prod_pow_eq_pow_sum, Polynomial.coeff_X_pow]
  simp only [eq_comm]
```

It remains to connect total level with position in the spectrum. Summing the constant \(s/2\) over the \(n\) nuclei gives

\[
\nu(c) = J\left(L(c) - \frac{ns}{2}\right).
\]

If \(J \ne 0\), it can be cancelled from the equation \(J(L(c) - ns/2) = J(j - ns/2)\), which leaves \(L(c) = j\). A configuration therefore contributes to the line at \(J(j - ns/2)\) exactly when its total level is \(j\). At \(J = 0\) this fails, because every configuration then falls on the central line. In the proof, the identity `e` is the displayed formula, and `mul_left_cancel₀` performs the cancellation.

```lean
/-- For a nonzero coupling `J`, a configuration contributes to the line at `J (j - n s/2)`
exactly when its total level is `j`. -/
theorem lineShift_eq_iff {J : ℝ} (hJ : J ≠ 0) {s n : ℕ} (c : Config s n) (j : ℕ) :
    lineShift J c = J * ((j : ℝ) - n * s / 2) ↔ level c = j := by
  have e : lineShift J c = J * ((level c : ℝ) - n * s / 2) := by
    unfold lineShift level
    rw [Finset.sum_sub_distrib, Finset.sum_const, Finset.card_univ, Fintype.card_fin,
      nsmul_eq_mul, Nat.cast_sum]
    ring
  rw [e]
  constructor
  · intro h
    have h' := mul_left_cancel₀ hJ h
    exact_mod_cast (by linarith : (level c : ℝ) = j)
  · intro h
    rw [h]
```

The configurations counted by the intensity at \(J(j - ns/2)\) are thus the same ones that are counted by \(a_j\). This gives the physical reading of the polynomial: for \(J \neq 0\), its \(j\)-th coefficient is the intensity of the line at \(J(j - ns/2)\).

```lean
/-- For a nonzero coupling `J`, the intensity of the line at `J (j - n s/2)` is the coefficient
of `x^j` in the multiplet polynomial. -/
theorem intensity_eq_coeff {J : ℝ} (hJ : J ≠ 0) (s n j : ℕ) :
    intensity J s n (J * ((j : ℝ) - n * s / 2)) = (multipletPoly s n).coeff j := by
  rw [coeff_eq_card]
  unfold intensity
  congr 1
  ext c
  simp only [Finset.mem_filter, Finset.mem_univ, true_and]
  exact lineShift_eq_iff hJ c j
```

## Degree, positivity, symmetry and total intensity

The next theorem makes four statements about the polynomial, for all natural numbers \(s\) and \(n\), including zero. Each follows from counting configurations.

1. **Positivity.** For \(0 \le j \le ns\) there is a configuration of total level \(j\), so \(a_j > 0\). The multiplet has no gaps.
2. **Degree.** No configuration has total level above \(ns\), so all higher coefficients vanish. Since \(a_{ns} > 0\), the degree is exactly \(ns\). The proof obtains the equality from these two bounds with `le_antisymm`.
3. **Symmetry.** Spin reversal maps the configurations of total level \(j\) to those of total level \(ns - j\). Applied twice, it restores the original configuration, so it is a bijection and \(a_j = a_{ns-j}\). `Finset.card_bij'` asks for precisely this: a map in each direction, here spin reversal both times, and a check that each undoes the other.
4. **Sum.** Every configuration has exactly one total level between 0 and \(ns\). Sorting all configurations by this number gives
\[
\sum_{j=0}^{ns} a_j = (s+1)^n .
\]
In Lean the sorting is `Finset.card_eq_sum_card_fiberwise`.

```lean
/-- The multiplet polynomial has degree `n s`, positive coefficients in degrees `0` to `n s`,
palindromic coefficients, and coefficient sum `(s + 1)^n`. -/
theorem multiplet_polynomial (s n : ℕ) :
    (multipletPoly s n).natDegree = n * s ∧
    (∀ j ≤ n * s, 0 < (multipletPoly s n).coeff j) ∧
    (∀ j ≤ n * s, (multipletPoly s n).coeff j = (multipletPoly s n).coeff (n * s - j)) ∧
    ∑ j ∈ Finset.range (n * s + 1), (multipletPoly s n).coeff j = (s + 1) ^ n := by
  have hpos : ∀ j ≤ n * s, 0 < (multipletPoly s n).coeff j := by
    intro j hj
    obtain ⟨c, hc⟩ := exists_level s n j hj
    rw [coeff_eq_card]
    exact Finset.card_pos.2 ⟨c, Finset.mem_filter.2 ⟨Finset.mem_univ c, hc⟩⟩
  refine ⟨le_antisymm ?_ ?_, hpos, ?_, ?_⟩
  · -- no configuration lies above total level `n s`
    rw [Polynomial.natDegree_le_iff_coeff_eq_zero]
    intro j hj
    rw [coeff_eq_card, Finset.card_eq_zero, Finset.filter_eq_empty_iff]
    intro c _ hc
    have := level_le c
    omega
  · exact Polynomial.le_natDegree_of_ne_zero (hpos _ le_rfl).ne'
  · -- spin reversal pairs the configurations of mirror-image lines
    intro j hj
    rw [coeff_eq_card, coeff_eq_card]
    refine Finset.card_bij' (fun c _ => fun k => (c k).rev) (fun c _ => fun k => (c k).rev)
      ?_ ?_ ?_ ?_
    · intro c hc
      have h1 := (Finset.mem_filter.1 hc).2
      have h2 := level_rev c
      exact Finset.mem_filter.2 ⟨Finset.mem_univ _, by omega⟩
    · intro c hc
      have h1 := (Finset.mem_filter.1 hc).2
      have h2 := level_rev c
      exact Finset.mem_filter.2 ⟨Finset.mem_univ _, by omega⟩
    · intro c _
      funext k
      exact Fin.rev_rev (c k)
    · intro c _
      funext k
      exact Fin.rev_rev (c k)
  · -- sort all configurations by total level
    have h := Finset.card_eq_sum_card_fiberwise (s := (Finset.univ : Finset (Config s n)))
      (t := Finset.range (n * s + 1)) (f := level)
      (fun c _ => Finset.mem_coe.2 (Finset.mem_range.2 (Nat.lt_succ_of_le (level_le c))))
    rw [Finset.sum_congr rfl (fun j _ => coeff_eq_card s n j), ← h]
    simp [Config]
```

For \(J \ne 0\), the preceding identification turns these statements into properties of the spectrum. The lines at \(J(j - ns/2)\) and \(J((ns-j) - ns/2) = -J(j - ns/2)\) lie at equal distances on either side of the centre and have equal intensity. The intensities of all lines add up to the number of nuclear configurations. For the two deuterons of CHD₂, \(s = 2\) and \(n = 2\), and the sum is \(1+2+3+2+1 = 9 = 3^2\).

## Counting the lines

The number of lines is the number of different values that \(\nu(c)\) takes as \(c\) runs over all configurations. Every total level is an integer from 0 to \(ns\), and all of these occur, so the set of shifts is

\[
\left\{\, J\left(j - \frac{ns}{2}\right) : j = 0, 1, \dots, ns \,\right\}.
\]

For \(J \ne 0\), different \(j\) give different shifts, and neighbouring lines are \(|J|\) apart. The set therefore has \(ns + 1 = 2nI + 1\) elements.

In the Lean statement, `Finset.univ.image` collects the shifts of all configurations into a finite set, in which repeated values count once, and `card` gives its size. The proof first establishes the equality of sets displayed above, one inclusion at a time, and then uses the injectivity of \(j \mapsto J(j - ns/2)\). With no neighbours, or with neighbours of spin zero, the formula gives a single line, as it should.

```lean
/-- The `2nI + 1` rule: for a nonzero coupling `J`, `n` equivalent nuclei of spin `I = s/2`
produce exactly `n s + 1` distinct line shifts. -/
theorem number_of_lines {J : ℝ} (hJ : J ≠ 0) (s n : ℕ) :
    (Finset.univ.image (fun c : Config s n => lineShift J c)).card = n * s + 1 := by
  have h : Finset.univ.image (fun c : Config s n => lineShift J c) =
      (Finset.range (n * s + 1)).image (fun j : ℕ => J * ((j : ℝ) - n * s / 2)) := by
    ext ν
    simp only [Finset.mem_image, Finset.mem_univ, true_and, Finset.mem_range]
    constructor
    · rintro ⟨c, rfl⟩
      exact ⟨level c, Nat.lt_succ_of_le (level_le c), ((lineShift_eq_iff hJ c _).2 rfl).symm⟩
    · rintro ⟨j, hj, rfl⟩
      obtain ⟨c, hc⟩ := exists_level s n j (by omega)
      exact ⟨c, (lineShift_eq_iff hJ c j).2 hc⟩
  rw [h, Finset.card_image_of_injective, Finset.card_range]
  intro a b hab
  have h' := mul_left_cancel₀ hJ hab
  exact_mod_cast (by linarith : (a : ℝ) = b)
```

## Pascal's triangle for spin 1/2

For spin 1/2, \(s = 1\) and the polynomial is \((1+x)^n\). By the binomial theorem its coefficients are

\[
a_j = \binom{n}{j},
\]

so the line at \(J(j - n/2)\) has intensity \(\binom{n}{j}\). Three equivalent protons, as in a methyl group, split the resonance of a neighbouring proton into a 1:3:3:1 quartet. The proof specialises the intensity theorem to \(s = 1\), rewrites the polynomial as `(1 + X) ^ n`, and reads off the coefficient.

```lean
/-- Pascal's triangle: for a nonzero coupling `J` to `n` equivalent nuclei of spin 1/2, the line
at `J (j - n/2)` has intensity `n choose j`. -/
theorem spin_half_intensity {J : ℝ} (hJ : J ≠ 0) (n j : ℕ) :
    intensity J 1 n (J * ((j : ℝ) - n / 2)) = n.choose j := by
  have h := intensity_eq_coeff hJ 1 n j
  rw [Nat.cast_one, mul_one] at h
  have hp : multipletPoly 1 n = (1 + X) ^ n := by
    simp [multipletPoly, Fin.sum_univ_succ]
  rw [h, hp, Polynomial.coeff_one_add_X_pow, Nat.cast_id]

end

end MultipletIntensities
```

```lean
#print axioms MultipletIntensities.multiplet_polynomial
#print axioms MultipletIntensities.number_of_lines
#print axioms MultipletIntensities.spin_half_intensity
```

```
'MultipletIntensities.multiplet_polynomial' depends on axioms: [propext, Classical.choice, Quot.sound]
'MultipletIntensities.number_of_lines' depends on axioms: [propext, Classical.choice, Quot.sound]
'MultipletIntensities.spin_half_intensity' depends on axioms: [propext, Classical.choice, Quot.sound]
```

In the simulation of spectra, these coefficients supply the stick heights of a first-order multiplet with a single coupling constant, before any line shape is applied. A second group of nuclei with its own coupling constant would split each of these lines again, and lines that belong to different pairs of total levels may then coincide or not, depending on the ratio of the constants.
